# The defect of the canonical commutation relation in N × N matrices has trace N

In finite dimension, two matrices can satisfy the canonical commutation relation only up to a defect, and the lemma fixes the trace of that defect. For complex `N × N` matrices `X`, `Y` and `D` with `X * Y - Y * X = 1 - D`, it states that the trace of `D` is `N`. Nothing else is assumed of the matrices; in particular, `X` and `Y` need not be adjoints of each other. The proof takes the trace of both sides, uses the fact that a commutator has trace zero, and leaves the remaining linear equation to `linear_combination`.

This version doesn't compile in Lean 4 with Mathlib:

```lean
import Mathlib

open Matrix

namespace TruncatedBogoliubov

noncomputable section

/-- If two `N × N` matrices obey the canonical commutation relation up to a defect `D`, then
`D` has trace `N`. -/
theorem trace_defect {N : ℕ} (X Y D : Matrix (Fin N) (Fin N) ℂ)
    (h : X * Y - Y * X = 1 - D) : D.trace = N := by
  have ht := congrArg Matrix.trace h
  -- the trace of a commutator vanishes
  rw [Matrix.trace_sub, Matrix.trace_sub, Matrix.trace_mul_comm X Y, sub_self,
    Matrix.trace_one, Fintype.card_fin] at ht
  linear_combination -ht

end

end TruncatedBogoliubov
```

The error:

```
Main.lean:17:2: error: ring failed, ring expressions not equal
N : ℕ
X Y D : Matrix (Fin N) (Fin N) ℂ
h : X * Y - Y * X = 1 - D
ht : 0 = ↑N - D.trace
⊢ D.trace * 2 - ↑N * 2 = 0
```

Diagnosis. The rewrites succeed and leave `ht : 0 = ↑N - D.trace`, which already contains the result. The error comes from the last step, where `ht` is used with the wrong sign.

`linear_combination e` subtracts the difference of the two sides of `e` from that of the goal, and asks `ring1` to show that the result is zero. For the goal, left minus right is `D.trace - ↑N`. For `ht` it is `0 - (↑N - D.trace)`, which is the same expression. With the coefficient `-1` the two therefore add instead of cancelling, and what remains is the `D.trace * 2 - ↑N * 2 = 0` of the message. This is not an identity in commutative rings, so "ring failed".

The repair replaces `-ht` by `ht`. The difference is then identically zero, and the proof closes.

The change, after which it compiles:

```diff
@@ -15,5 +15,5 @@
   rw [Matrix.trace_sub, Matrix.trace_sub, Matrix.trace_mul_comm X Y, sub_self,
     Matrix.trace_one, Fintype.card_fin] at ht
-  linear_combination -ht
+  linear_combination ht
 
 end
```
